# The LDA exchange potential of a spherical density with finitely many electrons has no −1/r tail

Let $\rho(r)$ be a spherical electron density that is nonnegative for $r\ge 1$ and holds finitely many electrons outside the unit sphere. Its exchange potential in the local density approximation (LDA), $v(r)=-c\,\rho(r)^{1/3}$, then cannot behave as $-q/r$ at large distance with $q\neq 0$. If the density is also bounded by a power of $r$ times a decaying exponential, $\rho^{1/3}$ vanishes faster than every inverse power of $r$.

An electron far out in a neutral atom should feel the hole that it leaves behind, and the exact exchange potential supplies this attraction as $-1/r$. The hydrogen atom at the end shows the contrast explicitly. In Kohn–Sham calculations the missing tail affects weakly bound and Rydberg orbitals; what follows concerns only the exchange part of the potential, for spherical densities. Atomic units are used throughout.

```lean
import Mathlib

open Filter Topology MeasureTheory

namespace LDAExchangeAsymptotics

noncomputable section
```

## The potential and its tail strength

In a homogeneous electron gas the exchange energy per volume is proportional to $\rho^{4/3}$. Its derivative with respect to $\rho$ is proportional to $\rho^{1/3}$, and the LDA uses this expression with the local density at each point:

$$v(r)=-c\,\rho(r)^{1/3}.$$

```lean
/-- The LDA exchange potential `-c ρ^(1/3)` of a radial density `ρ ≥ 0`. -/
def ldaExchange (c : ℝ) (ρ : ℝ → ℝ) (r : ℝ) : ℝ := -c * ρ r ^ (1 / 3 : ℝ)
```

The constant $c$ carries the strength of exchange in the electron gas: $c=(3/\pi)^{1/3}$ without spin polarisation, and $c=(6/\pi)^{1/3}$ with full polarisation. In `ldaExchange` it is an arbitrary real number, so the results depend on neither value. The density is a function `ρ : ℝ → ℝ` of the distance alone. Lean's real power of a negative number is not the usual cube root, but the theorems assume $\rho\ge 0$ for $r\ge1$, and only large $r$ matters.

A potential behaves as $-q/r$ when

$$\lim_{r\to\infty} r\,v(r)=-q .$$

```lean
/-- The radial potential `v` behaves as `-q / r` at large distance,
in the sense that `r v(r)` tends to `-q`. -/
def HasCoulombTail (v : ℝ → ℝ) (q : ℝ) : Prop :=
  Tendsto (fun r => r * v r) atTop (𝓝 (-q))
```

The number $q$ is the strength of the attraction, so the tail $-1/r$ has $q=1$. The name `HasCoulombTail` needs care at $q=0$: there it says that $r\,v(r)\to0$, which means that $v$ falls off faster than $1/r$ and has no Coulomb tail in the usual sense.

## Exponential decay beats every power

For $a>0$ and a natural number $n$, put $x=ar$. Then

$$r^n e^{-ar}=\frac{1}{a^n}\,x^n e^{-x}\longrightarrow 0 ,$$

because $e^x$ grows faster than $x^n$: its series contains the term $x^{n+1}/(n+1)!$.

```lean
/-- A decaying exponential beats every power of the distance. -/
theorem pow_mul_exp_tendsto {a : ℝ} (ha : 0 < a) (n : ℕ) :
    Tendsto (fun r : ℝ => r ^ n * Real.exp (-(a * r))) atTop (𝓝 0) := by
  have h := (Real.tendsto_pow_mul_exp_neg_atTop_nhds_zero n).comp
    (Tendsto.const_mul_atTop ha tendsto_id)
  have h' := h.const_mul ((a ^ n)⁻¹)
  rw [mul_zero] at h'
  refine h'.congr fun r => ?_
  have hn : a ^ n ≠ 0 := pow_ne_zero n ha.ne'
  simp only [Function.comp_apply, id_eq]
  rw [mul_pow, mul_assoc, inv_mul_cancel_left₀ hn]
```

Mathlib supplies the limit of $x^ne^{-x}$. The proof composes it with $r\mapsto ar$, multiplies by $a^{-n}$, and cancels $a^n$, which is nonzero because $a>0$.

Now suppose that for $r\ge1$

$$0\le\rho(r)\le A\,r^k e^{-ar},\qquad a>0,$$

with $A$ real and $k$ a natural number. Multiplying by $r^n\ge0$ gives

$$0\le r^n\rho(r)\le A\,r^{n+k}e^{-ar}\longrightarrow0 .$$

```lean
/-- A nonnegative density bounded by a power times a decaying exponential for `r ≥ 1`
vanishes faster than every inverse power of the distance. -/
theorem pow_mul_density_tendsto {ρ : ℝ → ℝ} {A a : ℝ} {k : ℕ} (ha : 0 < a)
    (hρ : ∀ r ≥ 1, 0 ≤ ρ r) (hdec : ∀ r ≥ 1, ρ r ≤ A * r ^ k * Real.exp (-(a * r)))
    (n : ℕ) : Tendsto (fun r => r ^ n * ρ r) atTop (𝓝 0) := by
  have hg := (pow_mul_exp_tendsto ha (n + k)).const_mul A
  rw [mul_zero] at hg
  refine squeeze_zero' ?_ ?_ hg
  · filter_upwards [eventually_ge_atTop 1] with r hr
    exact mul_nonneg (pow_nonneg (by linarith) n) (hρ r hr)
  · filter_upwards [eventually_ge_atTop 1] with r hr
    have hr0 : 0 ≤ r ^ n := pow_nonneg (by linarith) n
    calc r ^ n * ρ r ≤ r ^ n * (A * r ^ k * Real.exp (-(a * r))) :=
          mul_le_mul_of_nonneg_left (hdec r hr) hr0
      _ = A * (r ^ (n + k) * Real.exp (-(a * r))) := by ring
```

The hypotheses `hρ` and `hdec` are the two halves of the bound. It stands for the exponential decay of a bound system, where $a$ is set by how tightly the outermost electron is held; here the decay is assumed and not derived from a Schrödinger equation. The density may vanish, and $A\ge0$ need not be assumed separately, because the two halves together imply it. In the proof, `squeeze_zero'` traps $r^n\rho$ between zero and the upper bound, and the `calc` block is the displayed inequality.

## The cube root inherits the decay

For any natural number $m$, use the previous limit with $n=3m$ and take the cube root, which is continuous at zero:

$$r^m\rho(r)^{1/3}=\bigl(r^{3m}\rho(r)\bigr)^{1/3}\longrightarrow 0^{1/3}=0 .$$

```lean
/-- For a nonnegative density bounded by a power times a decaying exponential for `r ≥ 1`, `ρ^(1/3)`
vanishes faster than every inverse power of the distance. -/
theorem pow_mul_cbrt_density_tendsto {ρ : ℝ → ℝ} {A a : ℝ} {k : ℕ} (ha : 0 < a)
    (hρ : ∀ r ≥ 1, 0 ≤ ρ r) (hdec : ∀ r ≥ 1, ρ r ≤ A * r ^ k * Real.exp (-(a * r)))
    (m : ℕ) : Tendsto (fun r => r ^ m * ρ r ^ (1 / 3 : ℝ)) atTop (𝓝 0) := by
  -- take the cube root of `r^(3m) ρ → 0`
  have h := (pow_mul_density_tendsto ha hρ hdec (m * 3)).rpow_const
    (p := (1 / 3 : ℝ)) (Or.inr (by norm_num))
  rw [Real.zero_rpow (by norm_num)] at h
  refine h.congr' ?_
  filter_upwards [eventually_ge_atTop 1] with r hr
  have hm : 0 ≤ r ^ m := pow_nonneg (by linarith) m
  have hroot : ((r ^ m) ^ 3) ^ (1 / 3 : ℝ) = r ^ m := by
    rw [← Real.rpow_natCast (r ^ m) 3, ← Real.rpow_mul hm]
    norm_num
  rw [pow_mul, Real.mul_rpow (pow_nonneg hm 3) (hρ r hr), hroot]
```

The call to `rpow_const` passes the limit through the cube root. The remaining lines justify the equality for $r\ge1$: the root of a product splits because both factors are nonnegative, and `hroot` states that the cube root of $(r^m)^3$ is $r^m$.

With $m=1$ this settles the tail of the potential:

$$r\,v(r)=-c\,r\,\rho(r)^{1/3}\longrightarrow0 .$$

If also $r\,v(r)\to-q$, then $q=0$, since a function has only one limit at infinity.

```lean
/-- For a nonnegative density bounded by a power times a decaying exponential for `r ≥ 1`, `r` times
the LDA exchange potential tends to `-q` if and only if `q = 0`. -/
theorem lda_coulombTail_iff {ρ : ℝ → ℝ} {A a : ℝ} {k : ℕ} (ha : 0 < a)
    (hρ : ∀ r ≥ 1, 0 ≤ ρ r) (hdec : ∀ r ≥ 1, ρ r ≤ A * r ^ k * Real.exp (-(a * r)))
    (c q : ℝ) : HasCoulombTail (ldaExchange c ρ) q ↔ q = 0 := by
  have h := (pow_mul_cbrt_density_tendsto ha hρ hdec 1).const_mul (-c)
  rw [mul_zero] at h
  have h0 : Tendsto (fun r => r * ldaExchange c ρ r) atTop (𝓝 0) := by
    refine h.congr fun r => ?_
    unfold ldaExchange
    ring
  unfold HasCoulombTail
  constructor
  · intro hq
    have := tendsto_nhds_unique hq h0
    linarith
  · rintro rfl
    rw [neg_zero]
    exact h0
```

The theorem is an equivalence for every real $c$ and $q$. From left to right it excludes every nonzero strength, in particular $q=1$. From right to left it says that $r\,v(r)\to0$ does hold. The first direction compares the two limits with `tendsto_nhds_unique`, and the second is the computed limit `h0`.

## A Coulomb tail in the LDA would need infinitely many electrons

The exponential bound can be replaced by a much weaker condition. Suppose that $c\ne0$ and that the LDA potential does behave as $-q/r$. Dividing $r\,v(r)\to-q$ by $-c$ and cubing gives

$$r\,\rho(r)^{1/3}\longrightarrow\frac qc,\qquad r^3\rho(r)\longrightarrow\left(\frac qc\right)^3 .$$

```lean
/-- If the LDA potential with `c ≠ 0` of a density nonnegative for `r ≥ 1` behaves as
`-q / r`, then `r³ ρ(r)` tends to `(q / c)³`. -/
theorem density_of_lda_coulombTail {ρ : ℝ → ℝ} {c q : ℝ} (hc : c ≠ 0)
    (hρ : ∀ r ≥ 1, 0 ≤ ρ r) (h : HasCoulombTail (ldaExchange c ρ) q) :
    Tendsto (fun r => r ^ 3 * ρ r) atTop (𝓝 ((q / c) ^ 3)) := by
  unfold HasCoulombTail at h
  have h1 := (h.const_mul (-c⁻¹)).pow 3
  have e : (-c⁻¹ * -q) ^ 3 = (q / c) ^ 3 := by ring
  rw [e] at h1
  refine h1.congr' ?_
  filter_upwards [eventually_ge_atTop 1] with r hr
  have hcube : (ρ r ^ (1 / 3 : ℝ)) ^ 3 = ρ r := by
    rw [← Real.rpow_natCast, ← Real.rpow_mul (hρ r hr)]
    norm_num
  have key : ∀ x : ℝ, -c⁻¹ * (r * (-c * x)) = r * x := fun x => by
    linear_combination (r * x) * (mul_inv_cancel₀ hc)
  unfold ldaExchange
  rw [key, mul_pow, hcube]
```

An LDA tail with $q\neq0$ thus fixes the density at large distance: it must fall off as $1/r^3$. The lemma needs only $\rho\ge0$ for $r\ge1$. In the proof, `key` is the division by $-c$, and `hcube` undoes the cube root, which is where the nonnegativity enters.

A density that falls off as $1/r^3$ holds too much charge. Let $q\ne0$. If $c=0$, the potential is zero and $r\,v(r)$ cannot tend to $-q$. If $c\neq0$, set $L=(q/c)^3$. This number is nonzero, and it is not negative because it is the limit of $r^3\rho(r)\ge0$; hence $L>0$. Beyond some radius $R$ we have $r^3\rho(r)\ge L/2$, so for $r>\max(R,1)$

$$\frac1r\le\frac2L\,r^2\rho(r).$$

The number of electrons outside the unit sphere is $4\pi\int_1^\infty r^2\rho\,dr$. If it were finite, $\int dr/r$ would converge at infinity, but that integral diverges logarithmically.

```lean
/-- No density that is nonnegative for `r ≥ 1` and holds finitely many electrons outside
the unit sphere has an LDA exchange potential behaving as `-q / r` with `q ≠ 0`. -/
theorem no_lda_coulombTail_of_integrable {ρ : ℝ → ℝ} {c q : ℝ} (hq : q ≠ 0)
    (hρ : ∀ r ≥ 1, 0 ≤ ρ r)
    (hint : IntegrableOn (fun r => r ^ 2 * ρ r) (Set.Ioi 1)) :
    ¬ HasCoulombTail (ldaExchange c ρ) q := by
  intro h
  have hc : c ≠ 0 := by
    rintro rfl
    unfold HasCoulombTail at h
    have h' : Tendsto (fun _ : ℝ => (0 : ℝ)) atTop (𝓝 (-q)) :=
      h.congr fun r => by simp [ldaExchange]
    have := tendsto_nhds_unique h' tendsto_const_nhds
    exact hq (by linarith)
  have hL := density_of_lda_coulombTail hc hρ h
  have hne : (q / c) ^ 3 ≠ 0 := pow_ne_zero 3 (div_ne_zero hq hc)
  obtain ⟨L, hLdef⟩ : ∃ L, L = (q / c) ^ 3 := ⟨_, rfl⟩
  rw [← hLdef] at hL hne
  have hL0 : 0 ≤ L := by
    refine ge_of_tendsto hL ?_
    filter_upwards [eventually_ge_atTop 1] with r hr
    exact mul_nonneg (pow_nonneg (by linarith) 3) (hρ r hr)
  have hpos : 0 < L := lt_of_le_of_ne hL0 hne.symm
  obtain ⟨R, hR⟩ := eventually_atTop.1 (hL.eventually_const_lt (half_lt_self hpos))
  -- beyond `R` the radial density dominates a multiple of `1 / r`
  have hi : IntegrableOn (fun r => 2 / L * (r ^ 2 * ρ r)) (Set.Ioi (max R 1)) :=
    Integrable.const_mul (hint.mono_set (Set.Ioi_subset_Ioi (le_max_right R 1))) _
  apply not_integrableOn_Ioi_inv (a := max R 1)
  refine Integrable.mono' hi measurable_inv.aestronglyMeasurable ?_
  refine (ae_restrict_mem measurableSet_Ioi).mono fun r hr => ?_
  have h1 : 1 < r := (le_max_right R 1).trans_lt hr
  have hr0 : 0 < r := by linarith
  have hb : L / 2 ≤ r ^ 3 * ρ r := (hR r ((le_max_left R 1).trans_lt hr).le).le
  show ‖r⁻¹‖ ≤ 2 / L * (r ^ 2 * ρ r)
  rw [Real.norm_of_nonneg (inv_nonneg.2 hr0.le), inv_eq_one_div, div_le_iff₀ hr0]
  calc (1 : ℝ) = 2 / L * (L / 2) := by field_simp
    _ ≤ 2 / L * (r ^ 3 * ρ r) := mul_le_mul_of_nonneg_left hb (by positivity)
    _ = 2 / L * (r ^ 2 * ρ r) * r := by ring
```

The hypothesis `hint` says that $r^2\rho(r)$ is integrable on $(1,\infty)$, which is the finite electron number up to the factor $4\pi$. The conclusion is a negation: $r\,v(r)$ does not tend to $-q$ for any $q\neq0$. This is weaker than the result under the exponential bound, since finite charge alone leaves room for a density with ever narrower spikes, for which $r\,v(r)$ has no limit at all.

The proof follows the argument above. The case $c=0$ is handled under `hc`, `ge_of_tendsto` gives $L\ge0$, and `R` is the radius beyond which $r^3\rho>L/2$. Then `Integrable.mono'` transfers integrability from $(2/L)\,r^2\rho$ to $1/r$, which contradicts `not_integrableOn_Ioi_inv`.

## Hydrogen: exact exchange against the LDA

The normalised ground state of hydrogen has the density

$$\rho(r)=\frac{e^{-2r}}{\pi}.$$

```lean
/-- The hydrogen 1s density in atomic units. -/
def hydrogenDensity (r : ℝ) : ℝ := Real.exp (-(2 * r)) / Real.pi
```

Let $V(r)$ be the Hartree potential, the electrostatic repulsion from this charge cloud. It is convenient to work with $U=rV$, which here is a function of $r$ and not an energy:

$$U(r)=1-(1+r)e^{-2r}.$$

```lean
/-- The distance times the Hartree potential of the hydrogen 1s density. -/
def hydrogenU (r : ℝ) : ℝ := 1 - (1 + r) * Real.exp (-(2 * r))
```

The Poisson equation $\nabla^2V=-4\pi\rho$ reads $U''=-4\pi r\rho$ for a spherical potential. Differentiating twice,

$$U'=-e^{-2r}+2(1+r)e^{-2r}=(1+2r)e^{-2r},$$

$$U''=2e^{-2r}-2(1+2r)e^{-2r}=-4r\,e^{-2r}=-4\pi r\,\rho(r).$$

Moreover $U(0)=1-1=0$, so $V$ contains no point charge at the nucleus.

```lean
/-- The function `U = r V` of hydrogen vanishes at the nucleus and solves the radial
Poisson equation `U'' = -4π r ρ`, with `U' = (1 + 2r) exp(-2r)`. -/
theorem hydrogen_poisson (r : ℝ) :
    hydrogenU 0 = 0 ∧
    HasDerivAt hydrogenU ((1 + 2 * r) * Real.exp (-(2 * r))) r ∧
    HasDerivAt (fun s => (1 + 2 * s) * Real.exp (-(2 * s)))
      (-4 * Real.pi * r * hydrogenDensity r) r := by
  have he : HasDerivAt (fun s : ℝ => Real.exp (-(2 * s)))
      (Real.exp (-(2 * r)) * -(2 * 1)) r :=
    ((hasDerivAt_id' r).const_mul 2).fun_neg.exp
  have hπ : Real.pi * hydrogenDensity r = Real.exp (-(2 * r)) := by
    have := Real.pi_ne_zero
    unfold hydrogenDensity
    field_simp
  refine ⟨by simp [hydrogenU], ?_, ?_⟩
  · exact ((((hasDerivAt_id' r).const_add 1).fun_mul he).const_sub 1).congr_deriv (by ring)
  · refine ((((hasDerivAt_id' r).const_mul 2).const_add 1).fun_mul he).congr_deriv ?_
    linear_combination 4 * r * hπ
```

The second derivative is expressed in two stages: one `HasDerivAt` statement gives $U'$, and another differentiates that expression. Both follow from the product and chain rules, with algebra to bring the results into the stated form. Two solutions of the radial equation differ by $\alpha r+\beta$ with constants $\alpha$ and $\beta$. The value at the nucleus fixes $\beta$, and the requirement $V\to0$ at infinity fixes $\alpha$, so $U/r$ is the Hartree potential.

A single electron does not repel itself, so its exact exchange potential must cancel the Hartree potential: $v_x=-V=-U/r$. Hence

$$r\,v_x(r)=-U(r)=e^{-2r}+r\,e^{-2r}-1\longrightarrow-1 ,$$

which is a tail of strength $1$. The LDA on the same density gives

$$r\,v(r)=-\frac{c}{\pi^{1/3}}\,r\,e^{-2r/3}\longrightarrow0 .$$

```lean
/-- For the hydrogen 1s density, minus the Hartree potential behaves as `-1 / r`,
whereas `r` times the LDA exchange potential tends to zero. -/
theorem hydrogen_exact_versus_lda (c : ℝ) :
    HasCoulombTail (fun r => -(hydrogenU r / r)) 1 ∧
    HasCoulombTail (ldaExchange c hydrogenDensity) 0 := by
  constructor
  · have h0 := pow_mul_exp_tendsto (a := 2) (by norm_num) 0
    have h1 := pow_mul_exp_tendsto (a := 2) (by norm_num) 1
    have h := (h0.add h1).sub_const 1
    have e : (0 : ℝ) + 0 - 1 = -1 := by norm_num
    rw [e] at h
    unfold HasCoulombTail
    refine h.congr' ?_
    filter_upwards [eventually_gt_atTop 0] with r hr
    have hU : r * -(hydrogenU r / r) = -hydrogenU r := by
      rw [mul_neg, mul_div_assoc', mul_div_cancel_left₀ _ hr.ne']
    rw [hU]
    unfold hydrogenU
    ring
  · refine (lda_coulombTail_iff (A := 1 / Real.pi) (a := 2) (k := 0) (by norm_num)
      (fun r _ => ?_) (fun r _ => ?_) c 0).2 rfl
    · exact div_nonneg (Real.exp_pos _).le Real.pi_pos.le
    · apply le_of_eq
      unfold hydrogenDensity
      ring

end

end LDAExchangeAsymptotics
```

The first half of the theorem concerns the function $-U/r$. That this function is the exact exchange potential of hydrogen is the physical step from the model to the atom, and it rests on the cancellation of self-repulsion just described. The proof adds the limits of $r^0e^{-2r}$ and $r^1e^{-2r}$ and subtracts $1$. The second half applies `lda_coulombTail_iff` with $A=1/\pi$, $a=2$ and $k=0$, for which the exponential bound is an equality.

```lean
#print axioms LDAExchangeAsymptotics.no_lda_coulombTail_of_integrable
#print axioms LDAExchangeAsymptotics.hydrogen_poisson
#print axioms LDAExchangeAsymptotics.hydrogen_exact_versus_lda
```

```
'LDAExchangeAsymptotics.no_lda_coulombTail_of_integrable' depends on axioms: [propext, Classical.choice, Quot.sound]
'LDAExchangeAsymptotics.hydrogen_poisson' depends on axioms: [propext, Classical.choice, Quot.sound]
'LDAExchangeAsymptotics.hydrogen_exact_versus_lda' depends on axioms: [propext, Classical.choice, Quot.sound]
```
